# Scattering by finitely many centres in terms of single-centre transition operators

A particle entering a cluster of atoms may scatter from one atom, travel to another and scatter again. If each atom's scattering has already been solved separately, how do those solutions combine into the scattering by the cluster?

Let \(V_i\) be the potential of centre \(i\), \(V=\sum_i V_i\), and \(G\) the free propagator at a fixed energy. The total transition operator \(T\) obeys \(T=V+VGT\). Define

\[
Q_i=V_i+V_iGT,\qquad t_i=(1-V_iG)^{-1}V_i .
\]

Here \(Q_i\) collects the scattering in which centre \(i\) acts last, and \(t_i\) describes centre \(i\) alone. If all these inverses exist, the answer is

\[
T=\sum_i Q_i,\qquad Q_i=t_i+t_iG\sum_{j\ne i}Q_j .
\]

KKR electronic-structure methods rest on the same separation of single-site scattering from propagation between sites; here it is algebraic, for one particle and finitely many centres.

## Finitely many potentials in one ring

The operators are elements of a unital ring `R`, such as square matrices or bounded operators on a Hilbert space. Products need not commute, so every derivation must preserve their order. The labels form a type `ι`, later assumed finite, which makes \(\sum_i V_i\) purely algebraic. An infinite crystal would need a notion of convergence, and unbounded operators would need control of their domains. For a free particle in space, \(G\) is a bounded operator when the energy has a non-zero imaginary part; the limit of real scattering energies is not treated here.

```lean
import Mathlib

open Finset

namespace MultipleScattering

noncomputable section

variable {R ι : Type*} [Ring R]
```

In Lean, \(t_i\) is `centreT V G i` and \(Q_i\) is `centreAmp V G T i`. `Ring.inverse` is the inverse where one exists and zero otherwise, so `centreT` has its physical meaning only when \(1-V_iG\) is invertible.

```lean
/-- The transition operator `t i = (1 - V i G)⁻¹ V i` of the single centre `i`. -/
def centreT (V : ι → R) (G : R) (i : ι) : R :=
  Ring.inverse (1 - V i * G) * V i

/-- The part `V i + V i G T` of the full scattering in which centre `i` acts last. -/
def centreAmp (V : ι → R) (G T : R) (i : ι) : R :=
  V i + V i * G * T
```

## First condition: every \(1-V_iG\) is invertible

Physically, this condition means that the scattering problem of each centre alone can be solved at this energy. For matrices with \(G=(E-H_0)^{-1}\), where \(H_0\) is the free Hamiltonian, invertibility fails exactly when \(E\) is an eigenvalue of \(H_0+V_i\), the Hamiltonian with centre \(i\) alone.

By hand, put \(S_i=\sum_{j\ne i}Q_j\). Once \(T=Q_i+S_i\) is known,

\[
Q_i=V_i+V_iG(Q_i+S_i)
\;\Longleftrightarrow\;
(1-V_iG)Q_i=V_i+V_iGS_i
\;\Longleftrightarrow\;
Q_i=t_i+t_iGS_i .
\]

The last step multiplies from the left by the inverse, or by \(1-V_iG\) to go back. `single_centre_iff` proves this equivalence for arbitrary `q` and `s`; `hu` supplies the two cancellation laws `h1` and `h2`, one for each direction.

```lean
/-- For one centre, an equation with the bare potential `V i` and total amplitude `q + s`
is equivalent to an equation with `t i` in which only the amplitude `s` is incident. -/
theorem single_centre_iff (V : ι → R) (G : R) (i : ι) (hu : IsUnit (1 - V i * G))
    (q s : R) :
    q = V i + V i * G * (q + s) ↔ q = centreT V G i + centreT V G i * G * s := by
  have h1 := Ring.inverse_mul_cancel _ hu
  have h2 := Ring.mul_inverse_cancel _ hu
  unfold centreT
  generalize Ring.inverse (1 - V i * G) = w at h1 h2 ⊢
  constructor
  · intro h
    -- collect the repeated scattering at centre `i` on the left
    have e : (1 - V i * G) * q = V i + V i * G * s := by
      linear_combination (norm := noncomm_ring) h
    calc q = w * (1 - V i * G) * q := by rw [h1, one_mul]
      _ = w * ((1 - V i * G) * q) := mul_assoc _ _ _
      _ = w * (V i + V i * G * s) := by rw [e]
      _ = w * V i + w * V i * G * s := by noncomm_ring
  · intro h
    have e : (1 - V i * G) * q = V i + V i * G * s := by
      calc (1 - V i * G) * q
          = (1 - V i * G) * (w * V i + w * V i * G * s) :=
            congrArg (fun x => (1 - V i * G) * x) h
        _ = ((1 - V i * G) * w) * (V i + V i * G * s) := by noncomm_ring
        _ = V i + V i * G * s := by rw [h2, one_mul]
    linear_combination (norm := noncomm_ring) e
```

The rearrangement turns on `linear_combination (norm := noncomm_ring)`. It subtracts the known equation from the goal and checks that the difference vanishes. The default normaliser assumes commutativity; `noncomm_ring` expands products without reordering them.

Without invertibility the coupled equations can fail. Take rational numbers, \(G=1\) and \(V_0=V_1=1\). Then \(T=2+2T\) gives \(T=-2\) and \(Q_0=Q_1=-1\). The coupled equation would require \(-1=t_0+t_0(-1)=0\), whatever value is assigned to \(t_0\).

## Second condition: \(T\) solves the full equation

`IsTransition V G T` says that \(T=V+VGT\). It assumes a solution, without asserting existence or uniqueness. Summing the definition of \(Q_i\) gives

\[
\sum_iQ_i=\sum_iV_i+\Big(\sum_iV_i\Big)GT=V+VGT,
\]

so \(T=\sum_iQ_i\) holds exactly when \(T\) is a solution. This step does not use invertibility.

```lean
variable [Fintype ι]

/-- The equation `T = V + V G T` for the total potential `V = ∑ i, V i`. -/
def IsTransition (V : ι → R) (G T : R) : Prop :=
  T = ∑ i, V i + (∑ i, V i) * G * T

/-- `T` solves the full scattering equation exactly when it is the sum of its
centre amplitudes. -/
theorem isTransition_iff_sum (V : ι → R) (G T : R) :
    IsTransition V G T ↔ T = ∑ i, centreAmp V G T i := by
  simp only [IsTransition, centreAmp, Finset.sum_add_distrib, ← Finset.sum_mul]
```

The operation `hop` takes amplitudes \(X_j\) to \(t_iG\sum_{j\ne i}X_j\). In the main theorem, `add_sum_erase` supplies \(T=Q_i+S_i\), and the single-centre equivalence finishes the proof.

```lean
variable [DecidableEq ι]

/-- One further scattering: the amplitudes `X j` of all centres other than `i` propagate
with `G` and are scattered by `t i`. -/
def hop (t : ι → R) (G : R) (X : ι → R) (i : ι) : R :=
  t i * G * ∑ j ∈ univ.erase i, X j

/-- Multiple scattering equations: `T` is the sum of the centre amplitudes, and each of them
is `t i` plus the scattering by `t i` of the amplitudes of all other centres. -/
theorem multiple_scattering (V : ι → R) (G T : R) (hu : ∀ i, IsUnit (1 - V i * G))
    (hT : IsTransition V G T) :
    T = ∑ i, centreAmp V G T i ∧
      ∀ i, centreAmp V G T i =
        centreT V G i + centreT V G i * G * ∑ j ∈ univ.erase i, centreAmp V G T j := by
  have hs := (isTransition_iff_sum V G T).1 hT
  refine ⟨hs, fun i => (single_centre_iff V G i (hu i) _ _).1 ?_⟩
  -- the amplitude of centre `i` and those of the others add up to `T`
  rw [Finset.add_sum_erase univ (centreAmp V G T) (mem_univ i), ← hs]
  rfl
```

Conversely, keep the first condition and suppose that some family \(Q\) solves the coupled equations. Reading the equivalence backwards gives \(Q_i=V_i+V_iG\sum_jQ_j\); summing over \(i\) shows that \(\sum_iQ_i\) solves the full equation.

```lean
/-- Converse: any solution `Q` of the coupled equations sums to a solution of the full
scattering equation, and each `Q i` is the centre amplitude belonging to that sum. -/
theorem transition_of_coupled (V : ι → R) (G : R) (hu : ∀ i, IsUnit (1 - V i * G))
    (Q : ι → R)
    (hQ : ∀ i, Q i = centreT V G i + centreT V G i * G * ∑ j ∈ univ.erase i, Q j) :
    IsTransition V G (∑ i, Q i) ∧ ∀ i, Q i = centreAmp V G (∑ j, Q j) i := by
  have h : ∀ i, Q i = centreAmp V G (∑ j, Q j) i := by
    intro i
    have h' := (single_centre_iff V G i (hu i) _ _).2 (hQ i)
    rw [Finset.add_sum_erase univ Q (mem_univ i)] at h'
    exact h'
  exact ⟨(isTransition_iff_sum V G _).2 (Finset.sum_congr rfl fun i _ => h i), h⟩
```

Solvable single centres do not guarantee a solvable cluster. With \(V_0=V_1=1\) and \(G=1/2\), each \(1-V_iG\) is \(1/2\), yet the full equation reads \(T=2+T\).

## What both conditions give for repeated scattering

Write \(M\) for `hop` with the operators \(t_i\). The coupled equations are \(Q=t+MQ\). Since \(M\) is additive, repeated substitution gives

\[
Q=\sum_{k<n}M^kt+M^nQ .
\]

Summing over centres gives the series for \(T\). Successive factors \(t_i\) belong to different centres, because repeated scattering at one centre is already contained in its \(t_i\). The remainder is exact; nothing is claimed about its limit. The proof is an induction on \(n\), using additivity to insert the coupled equations into the remainder.

```lean
/-- Repeated scattering between the centres is additive in the incident amplitudes. -/
theorem hop_iterate_add (t : ι → R) (G : R) (n : ℕ) (X Y : ι → R) :
    (hop t G)^[n] (X + Y) = (hop t G)^[n] X + (hop t G)^[n] Y := by
  have hadd : ∀ A B : ι → R, hop t G (A + B) = hop t G A + hop t G B := by
    intro A B
    funext i
    simp only [hop, Pi.add_apply, Finset.sum_add_distrib, mul_add]
  induction n generalizing X Y with
  | zero => rfl
  | succ n ih => simp only [Function.iterate_succ_apply, hadd, ih]

/-- Multiple scattering series with exact remainder: `T` is the sum of the first `n` orders,
in which successive scatterings occur at different centres, plus the `n`-fold scattering
of the full centre amplitudes. -/
theorem scattering_series (V : ι → R) (G T : R) (hu : ∀ i, IsUnit (1 - V i * G))
    (hT : IsTransition V G T) (n : ℕ) :
    T = ∑ k ∈ range n, ∑ i, (hop (centreT V G) G)^[k] (centreT V G) i
      + ∑ i, (hop (centreT V G) G)^[n] (centreAmp V G T) i := by
  obtain ⟨hs, hc⟩ := multiple_scattering V G T hu hT
  have hQ : centreAmp V G T = centreT V G + hop (centreT V G) G (centreAmp V G T) :=
    funext hc
  have key : centreAmp V G T = ∑ k ∈ range n, (hop (centreT V G) G)^[k] (centreT V G)
      + (hop (centreT V G) G)^[n] (centreAmp V G T) := by
    induction n with
    | zero => simp
    | succ n ih =>
      -- insert the coupled equations once more into the remainder
      rw [Finset.sum_range_succ, add_assoc, Function.iterate_succ_apply,
        ← hop_iterate_add, ← hQ]
      exact ih
  have h := congrArg (fun X : ι → R => ∑ i, X i) key
  simp only [Pi.add_apply, Finset.sum_apply, Finset.sum_add_distrib] at h
  rw [Finset.sum_comm] at h
  exact hs.trans h
```

For two centres, substituting \(Q_1=t_1+t_1GQ_0\) into \(Q_0=t_0+t_0GQ_1\) gives

\[
(1-t_0Gt_1G)Q_0=t_0+t_0Gt_1 .
\]

Lean multiplies the equation for \(Q_1\) by \(t_0G\) from the left, then adds it to the equation for \(Q_0\).

```lean
/-- For two centres the amplitude of the first obeys a closed equation, whose kernel
describes one round trip between the centres. -/
theorem two_centres (V : Fin 2 → R) (G T : R) (hu : ∀ i, IsUnit (1 - V i * G))
    (hT : IsTransition V G T) :
    (1 - centreT V G 0 * G * centreT V G 1 * G) * centreAmp V G T 0 =
      centreT V G 0 + centreT V G 0 * G * centreT V G 1 := by
  obtain ⟨-, hc⟩ := multiple_scattering V G T hu hT
  have q0 := hc 0
  have q1 := hc 1
  rw [show (univ : Finset (Fin 2)).erase 0 = {1} by decide, Finset.sum_singleton] at q0
  rw [show (univ : Finset (Fin 2)).erase 1 = {0} by decide, Finset.sum_singleton] at q1
  have q2 := congrArg (fun x => centreT V G 0 * G * x) q1

  linear_combination (norm := noncomm_ring) q0 + q2
```

## A two-site model satisfying both conditions

Here \(V_0+V_1=1\), so \(T=(1-G)^{-1}\), which is `siteT`. Both determinants of \(1-V_iG\) equal \(1/2\). Lean checks the scattering equation entry by entry, the invertibility through determinants, and the noncommutativity of \(V_0\) and \(G\) in one off-diagonal element.

```lean
/-- Two point scatterers of unit strength, one on each of two sites. -/
def siteV : Fin 2 → Matrix (Fin 2) (Fin 2) ℚ :=
  ![!![1, 0; 0, 0], !![0, 0; 0, 1]]

/-- A propagator with on-site element 1/2 and inter-site element 1/4. -/
def siteG : Matrix (Fin 2) (Fin 2) ℚ := !![1/2, 1/4; 1/4, 1/2]

/-- A two-site matrix with diagonal elements 8/3 and off-diagonal elements 4/3. -/
def siteT : Matrix (Fin 2) (Fin 2) ℚ := !![8/3, 4/3; 4/3, 8/3]

/-- The two-site model satisfies the full scattering equation and the invertibility
conditions, and its first potential does not commute with the propagator. -/
theorem multiple_scattering_witness :
    IsTransition siteV siteG siteT ∧ (∀ i, IsUnit (1 - siteV i * siteG)) ∧
      siteV 0 * siteG ≠ siteG * siteV 0 := by
  refine ⟨?_, ?_, ?_⟩
  · unfold IsTransition
    ext a b
    fin_cases a <;> fin_cases b <;>
      norm_num [siteV, siteG, siteT, Matrix.mul_apply, Fin.sum_univ_two]
  · intro i
    rw [Matrix.isUnit_iff_isUnit_det, isUnit_iff_ne_zero, Matrix.det_fin_two]
    fin_cases i <;> norm_num [siteV, siteG, Matrix.mul_apply, Fin.sum_univ_two]
  · intro h
    have h01 := congrFun (congrFun h 0) 1
    norm_num [siteV, siteG, Matrix.mul_apply, Fin.sum_univ_two] at h01

end

end MultipleScattering
```

```lean
#print axioms MultipleScattering.single_centre_iff
-- 'MultipleScattering.single_centre_iff' depends on axioms: [propext, Classical.choice, Quot.sound]
#print axioms MultipleScattering.transition_of_coupled
-- 'MultipleScattering.transition_of_coupled' depends on axioms: [propext, Classical.choice, Quot.sound]
#print axioms MultipleScattering.scattering_series
-- 'MultipleScattering.scattering_series' depends on axioms: [propext, Classical.choice, Quot.sound]
#print axioms MultipleScattering.two_centres
-- 'MultipleScattering.two_centres' depends on axioms: [propext, Classical.choice, Quot.sound]
```
